# Quadratic and linear regimes of the integrated Bragg intensity $F\tanh(tF)$

The integrated intensity is taken here as a given function of two real numbers, not derived from the wave equations in the crystal. For a crystal of thickness $t>0$ and a reflection whose structure factor has modulus $F>0$, it is

$$I(F)=F\tanh(tF).$$

This is the form that two-beam dynamical theory, with only one reflection excited, gives for a plane wave reflected in symmetric Bragg geometry by a perfect, non-absorbing slab, after integration over the rocking curve. The units are reduced: wavelength, cell volume, polarisation and angular factors are absorbed into $t$, $F$ and the scale of $I$. The product $x=tF$ is dimensionless and measures the thickness against the extinction length.

## Bounds and limits of the intensity

For every $F>0$ the intensity satisfies $I(F)<\min(tF^2,F)$. At fixed $t$, moreover, $I(F)/F^2\to t$ as $F\to0^+$ and $I(F)/F\to1$ as $F\to\infty$. The first limit is the kinematic law, in which the intensity grows with the square of the structure factor and with the thickness. The second is the dynamical law, linear in $F$ and independent of thickness.

**Weak reflections.** For $x>0$,

$$x<\sinh x<x\cosh x.$$

The first inequality holds because $\sinh x-x$ vanishes at zero and has derivative $\cosh x-1>0$. The second holds because $x\cosh x-\sinh x$ vanishes at zero and has derivative $x\sinh x>0$. Dividing by $\cosh x$, setting $x=tF$ and multiplying by $F$ gives

$$\frac{tF^2}{\cosh(tF)}<I(F)<tF^2.$$

After division by $F^2$, the ratio $I/F^2$ lies between $t/\cosh(tF)$ and $t$. Since $\cosh 0=1$, both bounds tend to $t$ as $F\to0^+$.

**Strong reflections.** The exponential form of the hyperbolic functions gives

$$1-\tanh x=\frac{2e^{-x}}{e^x+e^{-x}}=\frac{2e^{-2x}}{1+e^{-2x}},$$

which is positive and smaller than $2e^{-2x}$. Hence

$$F\left(1-2e^{-2tF}\right)<I(F)<F,$$

and division by $F$ squeezes $I/F$ to $1$ as $F\to\infty$.

## The exponent between two and one

The local power law is described by the logarithmic derivative

$$n(F)=\frac{d\ln I}{d\ln F}=\frac{F\,I'(F)}{I(F)}.$$

The product and chain rules give $I'(F)=\tanh x+x/\cosh^2x$ with $x=tF$. Therefore

$$n(F)=1+\frac{x}{\cosh^2x\,\tanh x}=1+\frac{x}{\sinh x\cosh x}=1+\frac{2tF}{\sinh(2tF)}.$$

Write $y=2tF$. Since $0<y<\sinh y$, the exponent lies strictly between $1$ and $2$. For weak reflections, $\sinh y<y\cosh y$ gives $1+1/\cosh y<n(F)<2$, so $n(F)\to2$. For strong reflections, $\cosh x>\sinh x>x$ gives

$$1<n(F)=1+\frac{x}{\sinh x\cosh x}<1+\frac1x,$$

so $n(F)\to1$.

## Intensity and exponent as Lean functions

The development uses Mathlib's real hyperbolic functions, derivatives and filters.

```lean
import Mathlib

open Filter Topology

namespace BraggExtinction

noncomputable section
```

The intensity is a function on all pairs of real numbers. Positivity of thickness and structure factor enters as a hypothesis of the theorems, not through the types.

```lean
/-- Integrated Bragg intensity, in reduced units, of a crystal of thickness `t` for a reflection
with structure-factor modulus `F`. -/
def braggIntensity (t F : ℝ) : ℝ := F * Real.tanh (t * F)
```

The exponent is defined through Lean's derivative `deriv` of the intensity at fixed `t`. Its closed form is thus a theorem and not part of the definition.

```lean
/-- Local scaling exponent of the intensity with the structure factor: the logarithmic
derivative `F I'(F) / I(F)`. -/
def localExponent (t F : ℝ) : ℝ :=
  F * deriv (braggIntensity t) F / braggIntensity t F
```

## Two-sided bounds

The first lemma is the inequality $\sinh x<x\cosh x$. The step `hd` computes the derivative of the difference, and `hm` turns its positivity on the open half-line into strict growth on $[0,\infty)$. Comparing the values at $0$ and $x$ finishes the argument.

```lean
/-- For positive `x`, the hyperbolic sine lies strictly below `x cosh x`. -/
theorem sinh_lt_mul_cosh {x : ℝ} (hx : 0 < x) : Real.sinh x < x * Real.cosh x := by
  -- the difference has derivative `y sinh y`, which is positive for `y > 0`
  have hd : ∀ y : ℝ, HasDerivAt (fun y : ℝ => y * Real.cosh y - Real.sinh y)
      (y * Real.sinh y) y := by
    intro y
    have h := ((hasDerivAt_id' y).fun_mul (Real.hasDerivAt_cosh y)).fun_sub
      (Real.hasDerivAt_sinh y)
    exact h.congr_deriv (by ring)
  have hm : StrictMonoOn (fun y : ℝ => y * Real.cosh y - Real.sinh y) (Set.Ici 0) := by
    refine strictMonoOn_of_deriv_pos (convex_Ici 0)
      (fun y _ => (hd y).continuousAt.continuousWithinAt) ?_
    intro y hy
    rw [interior_Ici] at hy
    have hy' : 0 < y := hy
    rw [(hd y).deriv]
    exact mul_pos hy' (Real.sinh_pos_iff.2 hy')
  have h := hm (Set.mem_Ici.2 le_rfl) (Set.mem_Ici.2 hx.le) hx
  simp only [zero_mul, Real.sinh_zero, sub_zero] at h
  linarith
```

The kinematic bounds follow by dividing by the positive number $\cosh(tF)$ and multiplying by $F$. The lower bound uses Mathlib's `Real.self_lt_sinh_iff`, which states that $x<\sinh x$ exactly when $x>0$; the upper bound uses the lemma just proved.

```lean
/-- Kinematic bounds: the intensity lies below `t F²`, and above `t F²` divided by
`cosh (t F)`. -/
theorem kinematic_bounds {t F : ℝ} (ht : 0 < t) (hF : 0 < F) :
    t * F ^ 2 / Real.cosh (t * F) < braggIntensity t F ∧ braggIntensity t F < t * F ^ 2 := by
  have hx : 0 < t * F := mul_pos ht hF
  have hc := Real.cosh_pos (t * F)
  unfold braggIntensity
  rw [Real.tanh_eq_sinh_div_cosh]
  constructor
  · calc t * F ^ 2 / Real.cosh (t * F) = F * (t * F / Real.cosh (t * F)) := by ring
      _ < F * (Real.sinh (t * F) / Real.cosh (t * F)) :=
        mul_lt_mul_of_pos_left (div_lt_div_of_pos_right (Real.self_lt_sinh_iff.2 hx) hc) hF
  · calc F * (Real.sinh (t * F) / Real.cosh (t * F)) < F * (t * F) :=
        mul_lt_mul_of_pos_left ((div_lt_iff₀ hc).2 (sinh_lt_mul_cosh hx)) hF
      _ = t * F ^ 2 := by ring
```

For the dynamical lower bound, the proof writes $a=e^{tF}$ and $b=e^{-tF}$, so that $ab=1$. Once the denominator is cleared, the claim reads

$$(1-2b^2)\,\frac{a+b}{2}<\frac{a-b}{2}.$$

Because $ab^2=b$, which is the step `key`, the left side equals $(a-b)/2-b^3$, and the inequality reduces to $b^3>0$. The upper bound is $\sinh<\cosh$. Neither part needs a sign condition on $t$, so the theorem assumes only $F>0$.

```lean
/-- Dynamical bounds: the intensity lies below `F`, by less than the fraction
`2 exp (-2 t F)` of `F`. -/
theorem dynamical_bounds (t : ℝ) {F : ℝ} (hF : 0 < F) :
    F * (1 - 2 * Real.exp (-(2 * t * F))) < braggIntensity t F ∧ braggIntensity t F < F := by
  have hc := Real.cosh_pos (t * F)
  unfold braggIntensity
  rw [Real.tanh_eq_sinh_div_cosh]
  constructor
  · refine mul_lt_mul_of_pos_left ?_ hF
    rw [lt_div_iff₀ hc]
    -- write everything in terms of the growing and the decaying exponential
    have hb : Real.exp (-(2 * t * F)) = Real.exp (-(t * F)) ^ 2 := by
      rw [sq, ← Real.exp_add]
      congr 1
      ring
    have hab : Real.exp (t * F) * Real.exp (-(t * F)) = 1 := by
      rw [← Real.exp_add, add_neg_cancel, Real.exp_zero]
    rw [hb, Real.cosh_eq, Real.sinh_eq]
    have hpos := Real.exp_pos (-(t * F))
    generalize Real.exp (t * F) = a at *
    generalize Real.exp (-(t * F)) = b at *
    have key : a * b ^ 2 = b := by linear_combination b * hab
    nlinarith [pow_pos hpos 3]
  · have h1 : Real.sinh (t * F) / Real.cosh (t * F) < 1 :=
      (div_lt_one hc).2 (Real.sinh_lt_cosh _)
    calc F * (Real.sinh (t * F) / Real.cosh (t * F)) < F * 1 := mul_lt_mul_of_pos_left h1 hF
      _ = F := mul_one F
```

## The two regimes as one theorem

The theorem `kinematic_dynamical_regimes` has three parts for a fixed $t>0$. The first is the strict bound by the minimum, for every positive $F$. The second is a limit along `𝓝[>] 0`, meaning that $F$ approaches zero through positive values. The third is a limit along `atTop`, meaning that $F$ grows without bound.

Both limits are proved by squeezing. Near zero, continuity of $t/\cosh(tF)$ supplies the limit of the lower bound. At infinity, the decay of $e^{-2tF}$ does so. The `filter_upwards` steps restrict attention to positive $F$, where the bounds apply and division by $F$ or $F^2$ preserves inequalities.

```lean
/-- The two regimes of Bragg diffraction: the intensity is below both `t F²` and `F`, its ratio
to `F²` tends to `t` for weak reflections, and its ratio to `F` tends to one for strong ones. -/
theorem kinematic_dynamical_regimes {t : ℝ} (ht : 0 < t) :
    (∀ F : ℝ, 0 < F → braggIntensity t F < min (t * F ^ 2) F) ∧
    Tendsto (fun F => braggIntensity t F / F ^ 2) (𝓝[>] 0) (𝓝 t) ∧
    Tendsto (fun F => braggIntensity t F / F) atTop (𝓝 1) := by
  refine ⟨fun F hF => lt_min (kinematic_bounds ht hF).2 (dynamical_bounds t hF).2, ?_, ?_⟩
  · -- squeeze between `t / cosh (t F)` and `t`
    have hcont : Continuous (fun F : ℝ => t / Real.cosh (t * F)) :=
      continuous_const.div (Real.continuous_cosh.comp (continuous_const.mul continuous_id))
        (fun F => (Real.cosh_pos _).ne')
    have h := hcont.tendsto 0
    simp only [mul_zero, Real.cosh_zero, div_one] at h
    refine tendsto_of_tendsto_of_tendsto_of_le_of_le' (h.mono_left nhdsWithin_le_nhds)
      tendsto_const_nhds ?_ ?_
    · filter_upwards [self_mem_nhdsWithin] with F hF
      have hF' : 0 < F := hF
      rw [le_div_iff₀ (pow_pos hF' 2)]
      calc t / Real.cosh (t * F) * F ^ 2 = t * F ^ 2 / Real.cosh (t * F) := by ring
        _ ≤ braggIntensity t F := (kinematic_bounds ht hF').1.le
    · filter_upwards [self_mem_nhdsWithin] with F hF
      have hF' : 0 < F := hF
      rw [div_le_iff₀ (pow_pos hF' 2)]
      exact (kinematic_bounds ht hF').2.le
  · -- squeeze between `1 - 2 exp (-2 t F)` and `1`
    have hlin : Tendsto (fun F : ℝ => 2 * t * F) atTop atTop :=
      tendsto_id.const_mul_atTop (by positivity)
    have hexp : Tendsto (fun F : ℝ => Real.exp (-(2 * t * F))) atTop (𝓝 0) :=
      Real.tendsto_exp_neg_atTop_nhds_zero.comp hlin
    have hlow : Tendsto (fun F : ℝ => 1 - 2 * Real.exp (-(2 * t * F))) atTop (𝓝 1) := by
      simpa using (hexp.const_mul 2).const_sub 1
    refine tendsto_of_tendsto_of_tendsto_of_le_of_le' hlow tendsto_const_nhds ?_ ?_
    · filter_upwards [eventually_gt_atTop 0] with F hF
      rw [le_div_iff₀ hF, mul_comm]
      exact (dynamical_bounds t hF).1.le
    · filter_upwards [eventually_gt_atTop 0] with F hF
      rw [div_le_iff₀ hF, one_mul]
      exact (dynamical_bounds t hF).2.le
```

## Derivative and closed form

The derivative is obtained by writing $\tanh$ as $\sinh/\cosh$ and applying the product and quotient rules. The step `hnum` simplifies the numerator of the quotient rule with $\cosh^2x-\sinh^2x=1$.

```lean
/-- Rate of change of the integrated intensity with the structure factor. -/
theorem hasDerivAt_braggIntensity (t F : ℝ) :
    HasDerivAt (braggIntensity t)
      (Real.tanh (t * F) + t * F / Real.cosh (t * F) ^ 2) F := by
  have hx : HasDerivAt (fun y : ℝ => t * y) t F := by
    simpa using (hasDerivAt_id' F).const_mul t
  have h := (hasDerivAt_id' F).fun_mul (hx.sinh.fun_div hx.cosh (Real.cosh_pos (t * F)).ne')
  have hfun : braggIntensity t = fun y => y * (Real.sinh (t * y) / Real.cosh (t * y)) := by
    funext y
    rw [braggIntensity, Real.tanh_eq_sinh_div_cosh]
  rw [hfun, Real.tanh_eq_sinh_div_cosh]
  refine h.congr_deriv ?_
  have hnum : Real.cosh (t * F) * t * Real.cosh (t * F)
      - Real.sinh (t * F) * (Real.sinh (t * F) * t) = t := by
    linear_combination t * Real.cosh_sq (t * F)
  rw [hnum]
  ring
```

To obtain the exponent, the proof inserts this derivative into the definition and expands $\sinh(2tF)=2\sinh(tF)\cosh(tF)$. The hypotheses $t>0$ and $F>0$ ensure that the denominators are nonzero. With $\sinh(tF)$ and $\cosh(tF)$ replaced by the letters `s` and `c`, the identity becomes an algebraic one.

```lean
/-- Closed form of the local scaling exponent at positive thickness and structure factor. -/
theorem localExponent_eq {t F : ℝ} (ht : 0 < t) (hF : 0 < F) :
    localExponent t F = 1 + 2 * t * F / Real.sinh (2 * t * F) := by
  have hs : Real.sinh (t * F) ≠ 0 := (Real.sinh_pos_iff.2 (mul_pos ht hF)).ne'
  have hc : Real.cosh (t * F) ≠ 0 := (Real.cosh_pos _).ne'
  have hF0 : F ≠ 0 := hF.ne'
  rw [localExponent, (hasDerivAt_braggIntensity t F).deriv, braggIntensity,
    Real.tanh_eq_sinh_div_cosh, show 2 * t * F = 2 * (t * F) by ring, Real.sinh_two_mul]
  generalize Real.sinh (t * F) = s at *
  generalize Real.cosh (t * F) = c at *
  field_simp
  try ring
```

## The crossover theorem

The final theorem states that $1<n(F)<2$ for every $F>0$, together with the limits $2$ and $1$. The bounds `hb` come from $0<y<\sinh y$ and also serve as one side of each squeeze. The other side is $1+1/\cosh(2tF)$ for weak reflections and $1+1/(tF)$ for strong ones. In the latter case, `hprod` is the inequality $x^2<\sinh x\cosh x$ at $x=tF$.

```lean
/-- The local scaling exponent lies strictly between one and two; it tends to two for weak
reflections and to one for strong reflections. -/
theorem localExponent_crossover {t : ℝ} (ht : 0 < t) :
    (∀ F : ℝ, 0 < F → 1 < localExponent t F ∧ localExponent t F < 2) ∧
    Tendsto (localExponent t) (𝓝[>] 0) (𝓝 2) ∧
    Tendsto (localExponent t) atTop (𝓝 1) := by
  have hb : ∀ F : ℝ, 0 < F → 1 < localExponent t F ∧ localExponent t F < 2 := by
    intro F hF
    have hy : 0 < 2 * t * F := by positivity
    have hs := Real.sinh_pos_iff.2 hy
    have h1 := div_pos hy hs
    have h2 := (div_lt_one hs).2 (Real.self_lt_sinh_iff.2 hy)
    rw [localExponent_eq ht hF]
    constructor <;> linarith
  refine ⟨hb, ?_, ?_⟩
  · -- squeeze between `1 + 1 / cosh (2 t F)` and `2`
    have hcont : Continuous (fun F : ℝ => 1 + 1 / Real.cosh (2 * t * F)) :=
      continuous_const.add (continuous_const.div
        (Real.continuous_cosh.comp (continuous_const.mul continuous_id))
        (fun F => (Real.cosh_pos _).ne'))
    have h := hcont.tendsto 0
    have hval : (1 : ℝ) + 1 / Real.cosh (2 * t * 0) = 2 := by
      rw [mul_zero, Real.cosh_zero]
      norm_num
    rw [hval] at h
    refine tendsto_of_tendsto_of_tendsto_of_le_of_le' (h.mono_left nhdsWithin_le_nhds)
      tendsto_const_nhds ?_ ?_
    · filter_upwards [self_mem_nhdsWithin] with F hF
      have hF' : 0 < F := hF
      have hy : 0 < 2 * t * F := by positivity
      have hle : 1 / Real.cosh (2 * t * F) ≤ 2 * t * F / Real.sinh (2 * t * F) := by
        rw [div_le_div_iff₀ (Real.cosh_pos _) (Real.sinh_pos_iff.2 hy), one_mul]
        exact (sinh_lt_mul_cosh hy).le
      rw [localExponent_eq ht hF']
      linarith
    · filter_upwards [self_mem_nhdsWithin] with F hF
      exact (hb F hF).2.le
  · -- squeeze between `1` and `1 + 1 / (t F)`
    have hlin : Tendsto (fun F : ℝ => t * F) atTop atTop := tendsto_id.const_mul_atTop ht
    have hinv : Tendsto (fun F : ℝ => 1 / (t * F)) atTop (𝓝 0) :=
      tendsto_const_nhds.div_atTop hlin
    have hup : Tendsto (fun F : ℝ => 1 + 1 / (t * F)) atTop (𝓝 1) := by
      simpa using hinv.const_add 1
    refine tendsto_of_tendsto_of_tendsto_of_le_of_le' tendsto_const_nhds hup ?_ ?_
    · filter_upwards [eventually_gt_atTop 0] with F hF
      exact (hb F hF).1.le
    · filter_upwards [eventually_gt_atTop 0] with F hF
      have hx : 0 < t * F := mul_pos ht hF
      have hs := Real.self_lt_sinh_iff.2 hx
      have hc := hs.trans (Real.sinh_lt_cosh (t * F))
      have hprod := mul_lt_mul'' hs hc hx.le hx.le
      have hle : 2 * (t * F) / Real.sinh (2 * (t * F)) ≤ 1 / (t * F) := by
        rw [div_le_div_iff₀ (Real.sinh_pos_iff.2 (by positivity)) hx, Real.sinh_two_mul]
        linarith
      rw [localExponent_eq ht hF, show 2 * t * F = 2 * (t * F) by ring]
      linarith

end

end BraggExtinction
```

```lean
#print axioms BraggExtinction.kinematic_dynamical_regimes
#print axioms BraggExtinction.hasDerivAt_braggIntensity
#print axioms BraggExtinction.localExponent_crossover
```

```
'BraggExtinction.kinematic_dynamical_regimes' depends on axioms: [propext, Classical.choice, Quot.sound]
'BraggExtinction.hasDerivAt_braggIntensity' depends on axioms: [propext, Classical.choice, Quot.sound]
'BraggExtinction.localExponent_crossover' depends on axioms: [propext, Classical.choice, Quot.sound]
```

## What the model leaves out, and its use in data reduction

The theorems concern one reflection from one perfect slab. Absorption, mosaic structure, secondary extinction and averaging over polarisations are absent, and Laue (transmission) geometry obeys a different formula. The limits are taken at fixed thickness; whether a reflection counts as weak or strong depends on $tF$, not on $F$ alone.

For such a non-absorbing slab, the result bears on how measured intensities are converted into structure-factor moduli, which can then be compared with those of a calculated electron density. A program can compute the kinematic value $tF^2$ and multiply it by the extinction factor

$$\frac{I(F)}{tF^2}=\frac{\tanh x}{x},\qquad x=tF.$$

At very small $x$ the code should use the series $1-x^2/3$, which avoids the division $0/0$ at $x=0$.

The exponent enters when the relation is inverted. To recover $F$ from an intensity $I_{\mathrm{obs}}$ in the same reduced units, Newton's method in logarithmic variables takes the step

$$\ln F\leftarrow\ln F-\frac{\ln I(F)-\ln I_{\mathrm{obs}}}{n(F)},$$

whose denominator always lies between $1$ and $2$. The same number propagates small errors: at known thickness, $\delta F/F\approx(\delta I/I)/n(F)$. A relative error in the intensity is therefore roughly halved for a weak reflection and passed on almost in full for a strong one.
